# Bounded expectation values in all unit vectors bound a complex linear operator, with sharp factor 2

Let A be a linear operator defined on all of a complex inner product space E, and let c be a real number. If |⟨x, Ax⟩| ≤ c for every unit vector x, then ‖Ax‖ ≤ 2c‖x‖ for every x. No smaller factor works for all such operators, but for Hermitian A the factor is 1.

The physical question is how far expectation values limit the matrix elements ⟨y, Ax⟩ between different states. For a non-Hermitian effective Hamiltonian in a finite basis, a bound c on |⟨x, Ax⟩| over all normalised states x, superpositions of basis states included, limits |⟨y, Ax⟩| to 2c for all normalised x and y.

## The bound holds in every normalised state

`NumericalBound A c` is the hypothesis on expectation values. If E is not the zero space and some c satisfies it, the smallest such c is called the numerical radius. The inner product is antilinear in its first argument. `matrixOp` turns a complex square matrix into an operator on column vectors with the Euclidean norm. Dimension is unrestricted, but A must act on every vector. Passing from a truncated matrix to the full physical operator needs a separate argument.

The hypothesis enters by scaling. For x ≠ 0, put u = x/‖x‖. Then ⟨u, Au⟩ = ⟨x, Ax⟩/‖x‖², so

|⟨x, Ax⟩| ≤ c‖x‖²,

which is also true at x = 0. `diagonal_le` does the same: `hu` normalises the vector, and `simp` pulls out the scalars.

A bound on basis states alone would not do: the matrix [[0,1],[0,0]] has zero diagonal entries but is not zero.

In Lean 4 with Mathlib:

```lean
import Mathlib

open scoped InnerProductSpace
open Matrix

namespace NumericalRadius

variable {E : Type*} [NormedAddCommGroup E] [InnerProductSpace ℂ E]

/-- The diagonal matrix elements `⟨x, A x⟩` of the operator `A` in unit vectors `x`
have modulus at most `c`. -/
def NumericalBound (A : E →ₗ[ℂ] E) (c : ℝ) : Prop :=
  ∀ x : E, ‖x‖ = 1 → ‖⟪x, A x⟫_ℂ‖ ≤ c

/-- The operator on column vectors given by a complex square matrix. -/
def matrixOp {n : Type*} [Fintype n] (M : Matrix n n ℂ) :
    EuclideanSpace ℂ n →ₗ[ℂ] EuclideanSpace ℂ n where
  toFun x := WithLp.toLp 2 (M *ᵥ x.ofLp)
  map_add' x y := by simp [Matrix.mulVec_add]
  map_smul' a x := by simp [Matrix.mulVec_smul]

/-- A bound `c` on the diagonal elements in unit vectors gives the bound `c ‖x‖²`
for vectors of any length. -/
theorem diagonal_le {A : E →ₗ[ℂ] E} {c : ℝ} (h : NumericalBound A c) (x : E) :
    ‖⟪x, A x⟫_ℂ‖ ≤ c * ‖x‖ ^ 2 := by
  by_cases hx : x = 0
  · simp [hx]
  have hn : ‖x‖ ≠ 0 := norm_ne_zero_iff.mpr hx
  -- normalise the vector and pull the scalars out
  have hu : ‖((‖x‖ : ℂ)⁻¹) • x‖ = 1 := by
    rw [norm_smul, norm_inv, Complex.norm_real, norm_norm, inv_mul_cancel₀ hn]
  have h1 := h _ hu
  simp only [map_smul, inner_smul_left, inner_smul_right, norm_mul, RCLike.norm_conj,
    norm_inv, Complex.norm_real, norm_norm] at h1
  calc ‖⟪x, A x⟫_ℂ‖ = (‖x‖⁻¹ * (‖x‖⁻¹ * ‖⟪x, A x⟫_ℂ‖)) * ‖x‖ ^ 2 := by field_simp
    _ ≤ c * ‖x‖ ^ 2 := mul_le_mul_of_nonneg_right h1 (by positivity)
```

## Complex linearity reaches the off-diagonal elements

Superpositions with complex coefficients carry the bound from diagonal to off-diagonal elements. Write q(z) = ⟨z, Az⟩. Expanding gives

q(x+y) − q(x−y) = 2⟨x, Ay⟩ + 2⟨y, Ax⟩,

i[q(x+iy) − q(x−iy)] = −2⟨x, Ay⟩ + 2⟨y, Ax⟩.

The sum is 4⟨y, Ax⟩. This is `polarization`, where `linear_combination` supplies i² = −1.

Without complex linearity the result fails. Spin-1/2 time reversal, Θ(x₀, x₁) = (−x₁*, x₀*), is antilinear. It has ⟨x, Θx⟩ = 0 for every x, yet it preserves length.

```lean
/-- Complex polarization: an off-diagonal matrix element is a combination of four
diagonal ones. -/
theorem polarization (A : E →ₗ[ℂ] E) (x y : E) :
    4 * ⟪y, A x⟫_ℂ = ⟪x + y, A (x + y)⟫_ℂ - ⟪x - y, A (x - y)⟫_ℂ
      + Complex.I * ⟪x + Complex.I • y, A (x + Complex.I • y)⟫_ℂ
      - Complex.I * ⟪x - Complex.I • y, A (x - Complex.I • y)⟫_ℂ := by
  simp only [map_add, map_sub, map_smul, inner_add_left, inner_add_right, inner_sub_left,
    inner_sub_right, inner_smul_left, inner_smul_right, Complex.conj_I]
  linear_combination (2 * ⟪y, A x⟫_ℂ - 2 * ⟪x, A y⟫_ℂ) * Complex.I_sq
```

The triangle inequality and the scaled bound now give

4|⟨y, Ax⟩| ≤ c(‖x+y‖² + ‖x−y‖² + ‖x+iy‖² + ‖x−iy‖²).

By the parallelogram law, each of the two pairs of squares equals 2(‖x‖² + ‖y‖²), so

|⟨y, Ax⟩| ≤ c(‖x‖² + ‖y‖²).

In `offDiagonal_le`, `tri` is the triangle inequality, `q1` and `q2` are the two parallelogram laws, and `linarith` combines them.

```lean
/-- A bound `c` on the diagonal elements in unit vectors bounds every off-diagonal
element `⟨y, A x⟩` by `c (‖x‖² + ‖y‖²)`. -/
theorem offDiagonal_le {A : E →ₗ[ℂ] E} {c : ℝ} (h : NumericalBound A c) (x y : E) :
    ‖⟪y, A x⟫_ℂ‖ ≤ c * (‖x‖ ^ 2 + ‖y‖ ^ 2) := by
  have tri : ∀ a b d e : ℂ, ‖a - b + Complex.I * d - Complex.I * e‖
      ≤ ‖a‖ + ‖b‖ + ‖d‖ + ‖e‖ := by
    intro a b d e
    have h1 := norm_sub_le (a - b + Complex.I * d) (Complex.I * e)
    have h2 := norm_add_le (a - b) (Complex.I * d)
    have h3 := norm_sub_le a b
    simp only [norm_mul, Complex.norm_I, one_mul] at h1 h2
    linarith
  have p := tri ⟪x + y, A (x + y)⟫_ℂ ⟪x - y, A (x - y)⟫_ℂ
    ⟪x + Complex.I • y, A (x + Complex.I • y)⟫_ℂ
    ⟪x - Complex.I • y, A (x - Complex.I • y)⟫_ℂ
  have h4 : ‖(4 : ℂ)‖ = 4 := by norm_num
  rw [← polarization, norm_mul, h4] at p
  -- the parallelogram law, once for y and once for i y
  have q1 : c * ‖x + y‖ ^ 2 + c * ‖x - y‖ ^ 2 = 2 * (c * (‖x‖ ^ 2 + ‖y‖ ^ 2)) := by
    linear_combination c * parallelogram_law_with_norm ℂ x y
  have q2 : c * ‖x + Complex.I • y‖ ^ 2 + c * ‖x - Complex.I • y‖ ^ 2
      = 2 * (c * (‖x‖ ^ 2 + ‖y‖ ^ 2)) := by
    have hp := parallelogram_law_with_norm ℂ x (Complex.I • y)
    have hI : ‖Complex.I • y‖ = ‖y‖ := by rw [norm_smul, Complex.norm_I, one_mul]
    rw [hI] at hp
    linear_combination c * hp
  linarith [diagonal_le h (x + y), diagonal_le h (x - y),
    diagonal_le h (x + Complex.I • y), diagonal_le h (x - Complex.I • y)]
```

For x ≠ 0 and Ax ≠ 0, choose y = (‖x‖/‖Ax‖)Ax, which is as long as x. Then

‖x‖‖Ax‖ = ⟨y, Ax⟩ ≤ 2c‖x‖²,

and dividing by ‖x‖ gives the result. `norm_le_of_test` isolates this choice for a general vector v and constant K. If v = 0, it tests with y = x to obtain 0 ≤ K‖x‖². `norm_apply_le` uses it with v = Ax and K = 2c, and treats x = 0 separately.

No sign is assumed for c: any unit vector forces c ≥ 0, and in the zero space both sides of the conclusion vanish.

```lean
/-- Let `x` be non-zero. If `Re ⟨y, v⟩ ≤ K ‖x‖²` for all `y` as long as `x`,
then `‖v‖ ≤ K ‖x‖`. -/
theorem norm_le_of_test {x v : E} {K : ℝ} (hx : x ≠ 0)
    (h : ∀ y : E, ‖y‖ = ‖x‖ → (⟪y, v⟫_ℂ).re ≤ K * ‖x‖ ^ 2) : ‖v‖ ≤ K * ‖x‖ := by
  have hpos : 0 < ‖x‖ := norm_pos_iff.mpr hx
  refine le_of_mul_le_mul_right ?_ hpos
  by_cases hv : v = 0
  · have h0 := h x rfl
    rw [hv, inner_zero_right, Complex.zero_re] at h0
    rw [hv, norm_zero, zero_mul]
    linarith
  have hn : ‖v‖ ≠ 0 := norm_ne_zero_iff.mpr hv
  -- test with the vector along v that has the length of x
  have hy : ‖((‖x‖ / ‖v‖ : ℝ) : ℂ) • v‖ = ‖x‖ := by
    rw [norm_smul, Complex.norm_real, Real.norm_of_nonneg (by positivity),
      div_mul_cancel₀ _ hn]
  have h1 := h _ hy
  have hvv : (⟪v, v⟫_ℂ).re = ‖v‖ ^ 2 := inner_self_eq_norm_sq (𝕜 := ℂ) v
  rw [inner_smul_left, Complex.conj_ofReal, Complex.re_ofReal_mul, hvv] at h1
  have e : ‖x‖ / ‖v‖ * ‖v‖ ^ 2 = ‖v‖ * ‖x‖ := by field_simp
  linarith

/-- Numerical radius bound: if `|⟨x, A x⟩| ≤ c` for all unit vectors `x`, then
`‖A x‖ ≤ 2 c ‖x‖` for all vectors `x`. -/
theorem norm_apply_le {A : E →ₗ[ℂ] E} {c : ℝ} (h : NumericalBound A c) (x : E) :
    ‖A x‖ ≤ 2 * c * ‖x‖ := by
  by_cases hx : x = 0
  · simp [hx]
  refine norm_le_of_test hx fun y hy => ?_
  have h1 := offDiagonal_le h x y
  rw [hy] at h1
  linarith [Complex.re_le_norm ⟪y, A x⟫_ℂ]
```

## Hermiticity removes the factor 2

For an observable, `A.IsSymmetric` states that ⟨Ax, y⟩ = ⟨x, Ay⟩ for all x and y. Hence ⟨x, Ay⟩ is the complex conjugate of ⟨y, Ax⟩, and their real parts agree (`hs`). Two diagonal elements then suffice (`p`):

4 Re⟨y, Ax⟩ = Re q(x+y) − Re q(x−y) ≤ c(‖x+y‖² + ‖x−y‖²).

If ‖y‖ = ‖x‖, the right side is 4c‖x‖² (`q`). The same test vector, now with K = c, gives ‖Ax‖ ≤ c‖x‖.

```lean
/-- For a symmetric (Hermitian) operator the factor 2 is not needed: if
`|⟨x, A x⟩| ≤ c` for all unit vectors `x`, then `‖A x‖ ≤ c ‖x‖` for all `x`. -/
theorem norm_apply_le_of_symmetric {A : E →ₗ[ℂ] E} {c : ℝ} (hA : A.IsSymmetric)
    (h : NumericalBound A c) (x : E) : ‖A x‖ ≤ c * ‖x‖ := by
  by_cases hx : x = 0
  · simp [hx]
  refine norm_le_of_test hx fun y hy => ?_
  have hs : (⟪x, A y⟫_ℂ).re = (⟪y, A x⟫_ℂ).re := by
    rw [← hA x y, ← inner_conj_symm (A x) y, Complex.conj_re]
  -- two diagonal elements suffice for the real part
  have p : 4 * (⟪y, A x⟫_ℂ).re
      = (⟪x + y, A (x + y)⟫_ℂ).re - (⟪x - y, A (x - y)⟫_ℂ).re := by
    simp only [map_add, map_sub, inner_add_left, inner_add_right, inner_sub_left,
      inner_sub_right, Complex.add_re, Complex.sub_re]
    linarith
  have q : c * ‖x + y‖ ^ 2 + c * ‖x - y‖ ^ 2 = 4 * (c * ‖x‖ ^ 2) := by
    have hp := parallelogram_law_with_norm ℂ x y
    rw [hy] at hp
    linear_combination c * hp
  have a1 := Complex.re_le_norm ⟪x + y, A (x + y)⟫_ℂ
  have a2 := (abs_le.mp (Complex.abs_re_le_norm ⟪x - y, A (x - y)⟫_ℂ)).1
  linarith [diagonal_le h (x + y), diagonal_le h (x - y)]
```

The converse needs no Hermiticity. If ‖Ax‖ ≤ c‖x‖ for all x, Cauchy–Schwarz gives |⟨x, Ax⟩| ≤ ‖x‖‖Ax‖ ≤ c for unit x.

```lean
/-- Conversely, if `‖A x‖ ≤ c ‖x‖` for all `x`, then `|⟨x, A x⟩| ≤ c` for all unit
vectors `x`. -/
theorem numericalBound_of_norm_le {A : E →ₗ[ℂ] E} {c : ℝ}
    (h : ∀ x, ‖A x‖ ≤ c * ‖x‖) : NumericalBound A c := by
  intro x hx
  have h1 := norm_inner_le_norm (𝕜 := ℂ) x (A x)
  have h2 := h x
  rw [hx] at h1 h2
  linarith
```

Without Hermiticity, the factor 2 can be attained. The matrix [[0,1],[0,0]], the spin-1/2 raising operator in units of ħ, sends (x₀, x₁) to (x₁, 0). For a unit vector,

|⟨x, Ax⟩| = |x₀||x₁| ≤ (|x₀|² + |x₁|²)/2 = 1/2,

because (|x₀| − |x₁|)² ≥ 0, the square passed to `nlinarith`. But (0, 1) goes to (1, 0), so a bound ‖Ax‖ ≤ K·(1/2)·‖x‖ for all x requires 1 ≤ K/2, that is, K ≥ 2. The two parts of `factor_two_sharp` are these two calculations.

```lean
/-- The factor 2 is sharp: the matrix `[[0,1],[0,0]]` satisfies `|⟨x, A x⟩| ≤ 1/2` for
all unit `x`, and `‖A x‖ ≤ K (1/2) ‖x‖` for all `x` forces `K ≥ 2`. -/
theorem factor_two_sharp :
    NumericalBound (matrixOp !![0, 1; 0, 0]) (1 / 2) ∧
    ∀ K : ℝ, (∀ x, ‖matrixOp !![0, 1; 0, 0] x‖ ≤ K * (1 / 2) * ‖x‖) → 2 ≤ K := by
  constructor
  · intro x hx
    have e : ‖⟪x, matrixOp !![0, 1; 0, 0] x⟫_ℂ‖ = ‖x 0‖ * ‖x 1‖ := by
      simp [matrixOp, PiLp.inner_apply, Fin.sum_univ_two, dotProduct, mul_comm]
    have hs := EuclideanSpace.norm_sq_eq x
    rw [hx, Fin.sum_univ_two] at hs
    rw [e]
    nlinarith [sq_nonneg (‖x 0‖ - ‖x 1‖)]
  · intro K hK
    -- the second basis vector is mapped to the first
    have h := hK !₂[0, 1]
    have n1 : ‖matrixOp !![0, 1; 0, 0] !₂[0, 1]‖ = 1 := by
      simp [matrixOp, EuclideanSpace.norm_eq, Fin.sum_univ_two, dotProduct]
    have n2 : ‖(!₂[0, 1] : EuclideanSpace ℂ (Fin 2))‖ = 1 := by
      simp [EuclideanSpace.norm_eq, Fin.sum_univ_two]
    rw [n1, n2] at h
    linarith

end NumericalRadius
```

```lean
#print axioms NumericalRadius.norm_apply_le
#print axioms NumericalRadius.norm_apply_le_of_symmetric
#print axioms NumericalRadius.numericalBound_of_norm_le
#print axioms NumericalRadius.factor_two_sharp
```

```
'NumericalRadius.norm_apply_le' depends on axioms: [propext, Classical.choice, Quot.sound]
'NumericalRadius.norm_apply_le_of_symmetric' depends on axioms: [propext, Classical.choice, Quot.sound]
'NumericalRadius.numericalBound_of_norm_le' depends on axioms: [propext, Classical.choice, Quot.sound]
'NumericalRadius.factor_two_sharp' depends on axioms: [propext, Classical.choice, Quot.sound]
```
